# A two-body cumulant element vanishes when any of its spin orbitals has occupation 0 or 1

In a complete-active-space wave function the core spin orbitals are filled, the virtual ones are empty, and only the active ones can be partly occupied. The two-body density matrix still has many non-zero elements with core labels: two filled core orbitals, for instance, give a pair density of 1. Much of this information is already contained in the one-body density matrix. Which elements are left to store once that part has been subtracted?

Let \(a_p\) annihilate and \(c_p=a_p^\dagger\) create a fermion in spin orbital \(p\), with

\[
a_pa_q+a_qa_p=0,\qquad a_pc_q+c_qa_p=\delta_{pq}.
\]

For a unit vector \(\psi\) write \(\langle A\rangle=\psi^\dagger A\psi\) and \(\gamma_{pq}=\langle c_pa_q\rangle\). The two-body cumulant is

\[
\lambda_{pqrs}=\langle c_pc_qa_sa_r\rangle-\gamma_{pr}\gamma_{qs}+\gamma_{ps}\gamma_{qr}.
\]

If \(\gamma_{xx}\) is 0 or 1, then \(\lambda_{pqrs}=0\) whenever \(x\) is one of \(p,q,r,s\). For a pure state in a finite orbital basis, cumulant storage can therefore be restricted to the fractionally occupied spin orbitals.

## From an integer occupation to a vanishing cumulant

Two squared norms fix the occupation:

\[
\|a_x\psi\|^2=\langle c_xa_x\rangle=\gamma_{xx},\qquad
\|c_x\psi\|^2=\langle a_xc_x\rangle=1-\gamma_{xx}.
\]

Hence \(\gamma_{xx}=0\) means \(a_x\psi=0\), and \(\gamma_{xx}=1\) means \(c_x\psi=0\). Put \(x\) in the first position, \(p=x\).

If \(a_p\psi=0\), then \(\psi^\dagger c_p=0\), so \(\langle c_pB\rangle=0\) for every operator \(B\). The pair density, \(\gamma_{pr}\) and \(\gamma_{ps}\) all vanish, and so does \(\lambda_{pqrs}\).

If \(c_p\psi=0\), then \(\langle Bc_p\rangle=0\) for every \(B\). From \(c_pa_r=\delta_{pr}-a_rc_p\) follow \(\gamma_{pr}=\delta_{pr}\) and, likewise, \(\gamma_{ps}=\delta_{ps}\). Moving \(c_p\) to the right gives

\[
\begin{aligned}
c_qc_pa_sa_r&=\delta_{ps}c_qa_r-c_qa_sc_pa_r\\
&=\delta_{ps}c_qa_r-\delta_{pr}c_qa_s+c_qa_sa_rc_p .
\end{aligned}
\]

The last term has zero expectation value. Since \(c_pc_q=-c_qc_p\),

\[
\langle c_pc_qa_sa_r\rangle=\delta_{pr}\gamma_{qs}-\delta_{ps}\gamma_{qr}
=\gamma_{pr}\gamma_{qs}-\gamma_{ps}\gamma_{qr},
\]

which is exactly what the cumulant subtracts.

The other positions follow from two symmetries. Exchanging the creators changes the sign of the pair density and of the subtracted products, so \(\lambda_{qprs}=-\lambda_{pqrs}\). Taking the adjoint gives \((c_pc_qa_sa_r)^\dagger=c_rc_sa_qa_p\) and \(\gamma_{pq}^*=\gamma_{qp}\), so \(\lambda_{pqrs}^*=\lambda_{rspq}\).

The same argument gives a neighbouring result for the one-body density matrix: if \(\gamma_{xx}\) is 0 or 1, then \(\gamma_{xq}=0\) for all \(q\ne x\). Such an orbital is already a natural orbital.

## Operators, states and density matrices in Lean

The type `ι` labels spin orbitals. The type `n` labels the basis states of the many-particle space; it is not a particle number.

```lean
import Mathlib

open scoped Matrix ComplexOrder

namespace CumulantStorage

noncomputable section

variable {ι n : Type*} [DecidableEq ι] [Fintype n] [DecidableEq n]
```

The anticommutation relations are a hypothesis on a family of complex matrices. They express Fermi statistics in an orthonormal spin-orbital basis. The creator is written `(a p)ᴴ`, the conjugate transpose, and any finite-dimensional representation is allowed.

```lean
/-- The canonical anticommutation relations for annihilators `a p` and creators `(a p)ᴴ`. -/
structure IsCAR (a : ι → Matrix n n ℂ) : Prop where
  anti : ∀ p q, a p * a q + a q * a p = 0
  mixed : ∀ p q, a p * (a q)ᴴ + (a q)ᴴ * a p = if p = q then 1 else 0
```

The product `⬝ᵥ` does not conjugate, so the bra appears as `star ψ`. Because `ev` is defined as a linear map, sums and scalar factors can be taken out of expectation values directly. It does not divide by the norm; the theorems that need a unit vector assume `star ψ ⬝ᵥ ψ = 1`.

```lean
omit [DecidableEq n] in
/-- The expectation value `⟨ψ|A|ψ⟩`, as a linear functional of the operator `A`. -/
def ev (ψ : n → ℂ) : Matrix n n ℂ →ₗ[ℂ] ℂ where
  toFun A := star ψ ⬝ᵥ (A *ᵥ ψ)
  map_add' A B := by rw [Matrix.add_mulVec, dotProduct_add]
  map_smul' c A := by rw [Matrix.smul_mulVec, dotProduct_smul, RingHom.id_apply]
```

The next three definitions are \(\gamma_{pq}\), the pair density and \(\lambda_{pqrs}\). The arguments `p q r s` stand for the operator order \(c_pc_qa_sa_r\), with no factor \(1/2\).

```lean
/-- The one-body density matrix `γ_pq = ⟨c_p a_q⟩`. -/
def rdm (a : ι → Matrix n n ℂ) (ψ : n → ℂ) (p q : ι) : ℂ :=
  ev ψ ((a p)ᴴ * a q)

/-- The two-body density matrix `⟨c_p c_q a_s a_r⟩`. -/
def rdm2 (a : ι → Matrix n n ℂ) (ψ : n → ℂ) (p q r s : ι) : ℂ :=
  ev ψ ((a p)ᴴ * (a q)ᴴ * a s * a r)

/-- The two-body cumulant `⟨c_p c_q a_s a_r⟩ - γ_pr γ_qs + γ_ps γ_qr`. -/
def cumulant (a : ι → Matrix n n ℂ) (ψ : n → ℂ) (p q r s : ι) : ℂ :=
  rdm2 a ψ p q r s - rdm a ψ p r * rdm a ψ q s + rdm a ψ p s * rdm a ψ q r
```

No fixed particle number is required. For a state that mixes particle numbers, some texts also subtract products of anomalous averages such as \(\langle c_pc_q\rangle\); this definition does not.

## Occupations as norms, and the two symmetries

The first lemma turns \(\langle A^\dagger B\rangle\) into the overlap of \(A\psi\) with \(B\psi\). With \(A=B=a_x\) it gives the first of the two norms.

```lean
variable {a : ι → Matrix n n ℂ} {ψ : n → ℂ}

omit [DecidableEq n] in
/-- The expectation value of `Aᴴ B` is the overlap of `A ψ` with `B ψ`. -/
theorem ev_mul (ψ : n → ℂ) (A B : Matrix n n ℂ) :
    ev ψ (Aᴴ * B) = star (A *ᵥ ψ) ⬝ᵥ (B *ᵥ ψ) := by
  change star ψ ⬝ᵥ ((Aᴴ * B) *ᵥ ψ) = _
  rw [← Matrix.mulVec_mulVec, Matrix.dotProduct_mulVec (star ψ) Aᴴ, ← Matrix.star_mulVec]
```

The second norm uses the mixed relation at equal indices and \(\langle 1\rangle=1\).

```lean
/-- Under the anticommutation relations and for a unit vector, the squared norm of `c_p ψ` is the
hole occupation `1 - γ_pp`. -/
theorem hole_occupation (h : IsCAR a) (hψ : star ψ ⬝ᵥ ψ = 1) (p : ι) :
    star ((a p)ᴴ *ᵥ ψ) ⬝ᵥ ((a p)ᴴ *ᵥ ψ) = 1 - rdm a ψ p p := by
  have h1 : ev ψ 1 = 1 := by
    change star ψ ⬝ᵥ ((1 : Matrix n n ℂ) *ᵥ ψ) = 1
    rw [Matrix.one_mulVec, hψ]
  have hm := h.mixed p p
  rw [if_pos rfl] at hm
  rw [← ev_mul, Matrix.conjTranspose_conjTranspose, eq_sub_of_add_eq hm, map_sub, h1, rdm]
```

Antisymmetry comes from the adjoint of \(a_pa_q+a_qa_p=0\), after which `ring` matches the products of \(\gamma\).

```lean
/-- Under the anticommutation relations, the cumulant changes sign when its two creator indices are
exchanged. -/
theorem cumulant_swap (h : IsCAR a) (p q r s : ι) :
    cumulant a ψ q p r s = -cumulant a ψ p q r s := by
  have hc := congrArg Matrix.conjTranspose (h.anti p q)
  rw [Matrix.conjTranspose_add, Matrix.conjTranspose_mul, Matrix.conjTranspose_mul,
    Matrix.conjTranspose_zero] at hc
  unfold cumulant rdm2
  rw [eq_neg_of_add_eq_zero_left hc, neg_mul, neg_mul, map_neg]
  ring
```

The conjugation rule needs no anticommutation relations. The proof shows \(\langle A\rangle^*=\langle A^\dagger\rangle\) and applies it to each density matrix.

```lean
omit [DecidableEq ι] [DecidableEq n] in
/-- Complex conjugation of the cumulant exchanges creator and annihilator indices. -/
theorem cumulant_conj (a : ι → Matrix n n ℂ) (ψ : n → ℂ) (p q r s : ι) :
    star (cumulant a ψ p q r s) = cumulant a ψ r s p q := by
  have hev : ∀ A : Matrix n n ℂ, star (ev ψ A) = ev ψ Aᴴ := by
    intro A
    change star (star ψ ⬝ᵥ (A *ᵥ ψ)) = star ψ ⬝ᵥ (Aᴴ *ᵥ ψ)
    rw [Matrix.dotProduct_mulVec (star ψ) Aᴴ, ← Matrix.star_mulVec]
    exact (Matrix.star_dotProduct _ _).symm
  have h1 : ∀ i j, star (rdm a ψ i j) = rdm a ψ j i := by
    intro i j
    rw [rdm, hev, Matrix.conjTranspose_mul, Matrix.conjTranspose_conjTranspose, rdm]
  have h2 : star (rdm2 a ψ p q r s) = rdm2 a ψ r s p q := by
    rw [rdm2, hev, rdm2]
    simp only [Matrix.conjTranspose_mul, Matrix.conjTranspose_conjTranspose, Matrix.mul_assoc]
  unfold cumulant
  simp only [star_add, star_sub, star_mul', h1, h2]
  ring
```

## Filled and empty orbitals in all four positions

The next theorem treats the first index, with the two cases of the derivation as its two branches. In the filled branch, `d` and `e` are \(\delta_{pr}\) and \(\delta_{ps}\), `hr` and `hs` identify them with \(\gamma_{pr}\) and \(\gamma_{ps}\), and `key` is the reordering of \(c_qc_pa_sa_r\). The exchange of the two creators enters through `cumulant_swap`.

```lean
/-- Under the anticommutation relations, if the annihilator or the creator of orbital `p` destroys
the unit vector `ψ`, all cumulant elements with first index `p` vanish. -/
theorem cumulant_of_annihilated (h : IsCAR a) (hψ : star ψ ⬝ᵥ ψ = 1) (p : ι)
    (hp : a p *ᵥ ψ = 0 ∨ (a p)ᴴ *ᵥ ψ = 0) (q r s : ι) :
    cumulant a ψ p q r s = 0 := by
  rcases hp with hp | hp
  · -- empty orbital: the leftmost creator acts on the bra
    have h0 : ∀ B, ev ψ ((a p)ᴴ * B) = 0 := by
      intro B
      rw [ev_mul, hp, star_zero, zero_dotProduct]
    unfold cumulant rdm2 rdm
    simp only [Matrix.mul_assoc, h0, zero_mul, sub_zero, add_zero]
  · -- filled orbital: move the creator to the right until it meets the ket
    have h0 : ∀ B, ev ψ (B * (a p)ᴴ) = 0 := by
      intro B
      change star ψ ⬝ᵥ ((B * (a p)ᴴ) *ᵥ ψ) = 0
      rw [← Matrix.mulVec_mulVec, hp, Matrix.mulVec_zero, dotProduct_zero]
    have h1 : ev ψ 1 = 1 := by
      change star ψ ⬝ᵥ ((1 : Matrix n n ℂ) *ᵥ ψ) = 1
      rw [Matrix.one_mulVec, hψ]
    have hm : ∀ x, ∃ d : ℂ, (a p)ᴴ * a x = d • (1 : Matrix n n ℂ) - a x * (a p)ᴴ := by
      intro x
      refine ⟨if x = p then 1 else 0, ?_⟩
      rw [eq_sub_iff_add_eq', h.mixed x p]
      split_ifs <;> simp
    obtain ⟨d, hd⟩ := hm r
    obtain ⟨e, he⟩ := hm s
    have hr : rdm a ψ p r = d := by
      rw [rdm, hd, map_sub, map_smul, h1, h0, smul_eq_mul, mul_one, sub_zero]
    have hs : rdm a ψ p s = e := by
      rw [rdm, he, map_sub, map_smul, h1, h0, smul_eq_mul, mul_one, sub_zero]
    have key : (a q)ᴴ * (a p)ᴴ * a s * a r =
        e • ((a q)ᴴ * a r) - d • ((a q)ᴴ * a s) + (a q)ᴴ * a s * a r * (a p)ᴴ := by
      calc (a q)ᴴ * (a p)ᴴ * a s * a r = (a q)ᴴ * ((a p)ᴴ * a s) * a r := by
            simp only [mul_assoc]
        _ = e • ((a q)ᴴ * a r) - (a q)ᴴ * a s * ((a p)ᴴ * a r) := by
            rw [he]
            simp only [mul_sub, sub_mul, mul_smul_comm, smul_mul_assoc, mul_one, mul_assoc]
        _ = _ := by
            rw [hd]
            simp only [mul_sub, mul_smul_comm, mul_one, mul_assoc]
            abel
    rw [← neg_eq_zero, ← cumulant_swap h p q r s, cumulant, rdm2, key, map_add, map_sub,
      map_smul, map_smul, h0, hr, hs]
    simp only [rdm, smul_eq_mul]
    ring
```

In the main theorem, `hx` is the integer occupation and `hmem` says that `x` occurs somewhere among the four indices. A vector of zero norm is zero, which supplies `hann`. Antisymmetry then gives the second position, and conjugation carries the first two positions to the last two.

```lean
/-- Under the anticommutation relations, if orbital `x` has occupation 0 or 1 in a unit vector,
every two-body cumulant element carrying the index `x` in any position vanishes. -/
theorem cumulant_eq_zero (h : IsCAR a) (hψ : star ψ ⬝ᵥ ψ = 1) (x : ι)
    (hx : rdm a ψ x x = 0 ∨ rdm a ψ x x = 1) (p q r s : ι)
    (hmem : x = p ∨ x = q ∨ x = r ∨ x = s) : cumulant a ψ p q r s = 0 := by
  -- an integer occupation makes one of the two vectors `a_x ψ`, `c_x ψ` zero
  have hann : a x *ᵥ ψ = 0 ∨ (a x)ᴴ *ᵥ ψ = 0 :=
    hx.imp (fun h0 => dotProduct_star_self_eq_zero.mp (by rw [← ev_mul]; exact h0))
      (fun h1 => dotProduct_star_self_eq_zero.mp (by
        rw [hole_occupation h hψ, h1, sub_self]))
  have first := cumulant_of_annihilated h hψ x hann
  have second : ∀ i j k, cumulant a ψ i x j k = 0 := by
    intro i j k
    rw [cumulant_swap h x i j k, first, neg_zero]
  -- the symmetries reach the remaining positions
  rcases hmem with rfl | rfl | rfl | rfl
  · exact first _ _ _
  · exact second _ _ _
  · rw [← star_eq_zero, cumulant_conj]
    exact first _ _ _
  · rw [← star_eq_zero, cumulant_conj]
    exact second _ _ _
```

The contrapositive is the storage rule. The inequalities are between complex numbers, where `0 < z` means that `z` is real and positive. The two norms give \(0\le\gamma_{xx}\le1\), and the main theorem excludes both end points.

```lean
/-- Under the anticommutation relations and for a unit vector, each index of a non-zero cumulant
element belongs to an orbital with occupation strictly between 0 and 1. -/
theorem fractional_of_cumulant_ne_zero (h : IsCAR a) (hψ : star ψ ⬝ᵥ ψ = 1) {p q r s : ι}
    (hne : cumulant a ψ p q r s ≠ 0) {x : ι} (hx : x = p ∨ x = q ∨ x = r ∨ x = s) :
    0 < rdm a ψ x x ∧ rdm a ψ x x < 1 := by
  have h0 : 0 ≤ rdm a ψ x x := by
    rw [rdm, ev_mul]
    exact dotProduct_star_self_nonneg _
  have h1 : rdm a ψ x x ≤ 1 := sub_nonneg.mp (by
    rw [← hole_occupation h hψ x]
    exact dotProduct_star_self_nonneg _)
  exact ⟨lt_of_le_of_ne h0 fun e => hne (cumulant_eq_zero h hψ x (Or.inl e.symm) p q r s hx),
    lt_of_le_of_ne h1 fun e => hne (cumulant_eq_zero h hψ x (Or.inr e) p q r s hx)⟩
```

For a complete-active-space state, a pure state with exactly filled core and exactly empty virtual orbitals, the rule leaves only elements with four active labels. "Orbital" means spin orbital throughout: a spatial orbital with total occupation 1 may consist of two half-filled spin orbitals. A numerical threshold is not covered here, since an occupation close to 0 or 1 is not an integer and the theorem gives no bound on the corresponding elements.

## Two modes: an empty orbital and a pair state

A four-dimensional representation makes the hypotheses concrete. The left digit of a basis label belongs to mode 0, and the entry \(-1\) is the fermionic sign.

```lean
/-- Annihilators of two fermionic modes in the basis `|00⟩, |01⟩, |10⟩, |11⟩`. -/
def twoModes : Fin 2 → Matrix (Fin 4) (Fin 4) ℂ :=
  ![!![0, 0, 1, 0; 0, 0, 0, 1; 0, 0, 0, 0; 0, 0, 0, 0],
    !![0, 1, 0, 0; 0, 0, 0, 0; 0, 0, 0, -1; 0, 0, 0, 0]]

/-- The action of the two annihilators on a vector with amplitudes `x, y, z, w`. -/
theorem twoModes_mulVec (x y z w : ℂ) :
    twoModes 0 *ᵥ ![x, y, z, w] = ![z, w, 0, 0] ∧
      twoModes 1 *ᵥ ![x, y, z, w] = ![y, 0, -w, 0] := by
  constructor <;> ext i <;> simp only [Matrix.mulVec, dotProduct, Fin.sum_univ_four] <;>
    fin_cases i <;> simp [twoModes]
```

The state \(x|00\rangle+y|01\rangle\) has mode 0 empty and mode 1 with occupation \(|y|^2\), which is fractional when \(x\) and \(y\) are both non-zero. The anticommutation relations are checked entry by entry.

```lean
/-- The two-mode matrices obey the anticommutation relations, and every normalised vector
`x|00⟩ + y|01⟩` is a unit vector with occupations 0 and `|y|²`. -/
theorem twoModes_witness :
    IsCAR twoModes ∧ ∀ x y : ℂ, star x * x + star y * y = 1 →
      star ![x, y, 0, 0] ⬝ᵥ ![x, y, 0, 0] = 1 ∧
      rdm twoModes ![x, y, 0, 0] 0 0 = 0 ∧
      rdm twoModes ![x, y, 0, 0] 1 1 = star y * y := by
  refine ⟨⟨?_, ?_⟩, fun x y hxy => ⟨?_, ?_, ?_⟩⟩
  · intro p q
    fin_cases p <;> fin_cases q <;> ext i j <;> fin_cases i <;> fin_cases j <;>
      simp [twoModes]
  · intro p q
    ext i j
    simp only [Matrix.add_apply, Matrix.mul_apply, Matrix.conjTranspose_apply,
      Fin.sum_univ_four]
    fin_cases p <;> fin_cases q <;> fin_cases i <;> fin_cases j <;> simp [twoModes]
  · simpa [dotProduct, Fin.sum_univ_four] using hxy
  · rw [rdm, ev_mul, (twoModes_mulVec x y 0 0).1]
    simp [dotProduct, Fin.sum_univ_four]
  · rw [rdm, ev_mul, (twoModes_mulVec x y 0 0).2]
    simp [dotProduct, Fin.sum_univ_four]
```

This state superposes even and odd particle numbers, so it serves as an algebraic example and not as a state of an isolated electron system. Its whole cumulant is zero: every element other than \(\lambda_{1111}\) carries the index 0, and \(\lambda_{1111}\) vanishes by antisymmetry. A fractional occupation is thus necessary for a non-zero element but not sufficient.

The normalised pair state \(x|00\rangle+w|11\rangle\) does have a non-zero element when \(x\) and \(w\) are both non-zero. Its pair density is the squared norm of \(a_1a_0\psi\), and \(\gamma_{01}=0\).

```lean
/-- In the pair state `x|00⟩ + w|11⟩` both modes have `γ_pp = |w|²`, and the cumulant
element with indices `0, 1, 0, 1` equals `|w|² (1 - |w|²)`. -/
theorem pair_state_cumulant (x w : ℂ) :
    rdm twoModes ![x, 0, 0, w] 0 0 = star w * w ∧
      rdm twoModes ![x, 0, 0, w] 1 1 = star w * w ∧
      cumulant twoModes ![x, 0, 0, w] 0 1 0 1 = star w * w * (1 - star w * w) := by
  have h00 : rdm twoModes ![x, 0, 0, w] 0 0 = star w * w := by
    rw [rdm, ev_mul, (twoModes_mulVec x 0 0 w).1]
    simp [dotProduct, Fin.sum_univ_four]
  have h11 : rdm twoModes ![x, 0, 0, w] 1 1 = star w * w := by
    rw [rdm, ev_mul, (twoModes_mulVec x 0 0 w).2]
    simp [dotProduct, Fin.sum_univ_four]
  have h01 : rdm twoModes ![x, 0, 0, w] 0 1 = 0 := by
    rw [rdm, ev_mul, (twoModes_mulVec x 0 0 w).1, (twoModes_mulVec x 0 0 w).2]
    simp [dotProduct, Fin.sum_univ_four]
  -- the pair density is the squared norm of `a_1 a_0 ψ`
  have hprod : (twoModes 0)ᴴ * (twoModes 1)ᴴ * twoModes 1 * twoModes 0 =
      (twoModes 1 * twoModes 0)ᴴ * (twoModes 1 * twoModes 0) := by
    simp only [Matrix.conjTranspose_mul, Matrix.mul_assoc]
  have h2 : rdm2 twoModes ![x, 0, 0, w] 0 1 0 1 = star w * w := by
    rw [rdm2, hprod, ev_mul, ← Matrix.mulVec_mulVec, (twoModes_mulVec x 0 0 w).1,
      (twoModes_mulVec 0 w 0 0).2]
    simp [dotProduct, Fin.sum_univ_four]
  refine ⟨h00, h11, ?_⟩
  rw [cumulant, h2, h00, h11, h01]
  ring

end

end CumulantStorage
```

The identities hold for all `x` and `w`, but they describe occupations only when \(|x|^2+|w|^2=1\). Then \(\lambda_{0101}=|w|^2|x|^2\); for \(x=3/5\) and \(w=4/5\) both occupations are \(16/25\) and the element is \(144/625\). In the limits \(|w|^2\to0\) and \(|w|^2\to1\) the element goes to zero, in agreement with the main theorem.

This state mixes zero and two particles, and its element is non-zero only because products of anomalous averages are not subtracted here: \(|\langle c_0c_1\rangle|^2=|x|^2|w|^2\) is exactly its value. With a fixed particle number the anomalous averages vanish and the two conventions agree. A version with exactly two particles, argued here in prose alone, is \(x|1100\rangle+w|0011\rangle\) in four modes: there \(\gamma_{00}=\gamma_{11}=\langle c_0c_1a_1a_0\rangle=|x|^2\) and \(\gamma_{01}=0\), so \(\lambda_{0101}=|x|^2(1-|x|^2)\).

```lean
#print axioms CumulantStorage.cumulant_eq_zero
#print axioms CumulantStorage.fractional_of_cumulant_ne_zero
#print axioms CumulantStorage.pair_state_cumulant
```

```
'CumulantStorage.cumulant_eq_zero' depends on axioms: [propext, Classical.choice, Quot.sound]
'CumulantStorage.fractional_of_cumulant_ne_zero' depends on axioms: [propext, Classical.choice, Quot.sound]
'CumulantStorage.pair_state_cumulant' depends on axioms: [propext, Classical.choice, Quot.sound]
```
